# Ordering a star of n couplings on a line: the largest cut is at least ⌈n/2⌉, with equality for a central hub

## A metal orbital at the end of the chain

Put one metal orbital first on a DMRG chain and its six ligand orbitals after it. The bond next to the metal is then crossed by all six metal–ligand couplings. Move the metal to the middle, with three ligands on each side, and no bond is crossed by more than three. An ordering chosen without regard to the coupling pattern can therefore double the largest number of couplings cut by a single bond.

The result below settles this count for a star: one centre coupled to $n$ leaves, with no couplings among the leaves. It bears on orbital ordering in DMRG for a single hub orbital, with every coupling counted equally whatever its strength.

The count is a measure of how an ordering spreads couplings over the chain; it is neither an entanglement entropy nor a bond dimension. With the metal at the end, the first bond is crossed by $n$ couplings, yet the entropy of a pure state across it is at most $\ln 4$, because one spatial orbital has only four occupation states.

## Orderings, cuts and the largest cut

Let $G$ be a graph whose $N$ vertices are orbitals and whose edges are couplings. An ordering $\sigma$ assigns to each orbital a different position in $0,1,\dots,N-1$. Cut $k$, with $0\le k\le N$, separates the positions below $k$ from the others. Write $W(\sigma)$ for the largest number of edges that cross any cut.

For the star, $N=n+1$. Let $c$ be the position of the centre, and let $l$ and $r$ be the numbers of leaves to its left and right. The claims are:

- $W(\sigma)=\max(l,r)$.
- The minimum of $W$ over all orderings is $\lceil n/2\rceil$, and it is reached exactly when $c=\lfloor n/2\rfloor$ or $c=\lceil n/2\rceil$.
- $W(\sigma)=n$ exactly when $c=0$ or $c=n$.

For an arbitrary finite graph there is also a bound: every vertex $v$ satisfies $\deg v\le 2W(\sigma)$.

## The cut profile of the star

All positions other than $c$ hold leaves, so $l=c$ and $r=n-c$.

If $k\le c$, the left block consists of $k$ leaves and the centre lies on the right. Each of these leaves contributes its one edge, so $k$ edges cross. If $k>c$, the centre lies on the left and the right block consists of $n+1-k$ leaves, so $n+1-k$ edges cross.

The count rises with $k$ up to $k=c$, where it is $c=l$. It then falls from $k=c+1$ on, where it starts at $n-c=r$. Hence
$$W(\sigma)=\max(c,\,n-c)=\max(l,r).$$

Since $l+r=n$, the larger of the two is at least $n/2$, and being an integer it is at least $\lceil n/2\rceil$. Equality requires $c\le\lceil n/2\rceil$ and $n-c\le\lceil n/2\rceil$, that is, $\lfloor n/2\rfloor\le c\le\lceil n/2\rceil$. These bounds differ by at most one, so $c$ equals one of them, and both choices work. Finally, $\max(c,n-c)=n$ means $c=n$ or $c=0$.

## A bound for any coupling graph

Take a vertex $v$ at position $\sigma(v)$. An edge to a neighbour on its left crosses cut $\sigma(v)$, just before $v$. An edge to a neighbour on its right crosses cut $\sigma(v)+1$, just after $v$. Each cut is crossed by at most $W(\sigma)$ edges, so $\deg v\le 2W(\sigma)$.

An orbital with $d$ partners thus forces $W(\sigma)\ge\lceil d/2\rceil$ in every ordering, even if its partners are also coupled to one another. The star shows that this value can be reached.

## From one leaf to six

For $n=0$ there is a single site and no edge, and $W=0$. For $n=1$ both positions of the centre are ends and both are optimal, with $W=1$. The best and worst orderings first differ at $n=2$, where the middle gives $1$ and an end gives $2$.

In a calculation, the ordering is usually set by permuting the active orbitals, and with them the indices of the one- and two-electron integrals, before the sweeps begin. For a metal orbital M and ligand orbitals L₁ to L₆, the order L₁ L₂ L₃ M L₄ L₅ L₆ gives the counts $1,2,3,3,2,1$ on the six bonds. The order M L₁ L₂ L₃ L₄ L₅ L₆ gives $6,5,4,3,2,1$. With several metal $d$ orbitals, or with appreciable ligand–ligand couplings such as the Coulomb repulsion between ligand orbitals, the graph is no longer this star. Of the results here, only the degree bound then carries over.

## How the Lean objects encode the chain

An ordering is a bijection `σ : V ≃ Fin N`, so every orbital has one position and no position is empty. The set `crossing G σ k` contains the pairs (left orbital, right orbital) that are coupled across cut `k`. Fixing the order within the pair counts each edge once. `cutWidth G σ` is $W(\sigma)$, the maximum over `range (N + 1)`; this includes the two outer cuts, which no edge crosses.

The star lives on `Option (Fin n)`: `none` is the centre and `some i` is a leaf. The position $c$ is `σ none`, while `leavesLeft σ` and `leavesRight σ` are $l$ and $r$. Division of natural numbers rounds down, so `n / 2` is $\lfloor n/2\rfloor$ and `(n + 1) / 2` is $\lceil n/2\rceil$. In `isLeast_cutWidth_star`, `IsLeast` says that this last number is the value of some ordering and a lower bound for all of them.

The graph is unweighted and each site is one vertex. No Hamiltonian or wavefunction enters the statements.

```lean
import Mathlib

open Finset

namespace StarOrbitalOrdering

variable {V : Type*} [Fintype V] {N n : ℕ}

open scoped Classical in
/-- The edges of a coupling graph that cross cut `k` of an orbital ordering `σ`, each listed
once as (left orbital, right orbital); the left block holds the positions below `k`. -/
noncomputable def crossing (G : SimpleGraph V) (σ : V ≃ Fin N) (k : ℕ) : Finset (V × V) :=
  univ.filter fun p => G.Adj p.1 p.2 ∧ (σ p.1 : ℕ) < k ∧ k ≤ (σ p.2 : ℕ)

/-- The largest number of edges that cross any cut of the ordering `σ`. -/
noncomputable def cutWidth (G : SimpleGraph V) (σ : V ≃ Fin N) : ℕ :=
  (range (N + 1)).sup fun k => (crossing G σ k).card

/-- The star graph: a centre `none` coupled to `n` leaves `some i`, with no other edges. -/
def starGraph (n : ℕ) : SimpleGraph (Option (Fin n)) :=
  SimpleGraph.fromRel fun u _ => u = none

/-- The number of leaves placed to the left of the centre. -/
def leavesLeft (σ : Option (Fin n) ≃ Fin (n + 1)) : ℕ :=
  (univ.filter fun i : Fin n => σ (some i) < σ none).card

/-- The number of leaves placed to the right of the centre. -/
def leavesRight (σ : Option (Fin n) ≃ Fin (n + 1)) : ℕ :=
  (univ.filter fun i : Fin n => σ none < σ (some i)).card

/-- A pair of orbitals crosses cut `k` when the two are coupled, the first lies in the left
block and the second in the right block. -/
theorem mem_crossing (G : SimpleGraph V) (σ : V ≃ Fin N) (k : ℕ) (u v : V) :
    (u, v) ∈ crossing G σ k ↔ G.Adj u v ∧ (σ u : ℕ) < k ∧ k ≤ (σ v : ℕ) := by
  simp [crossing]

/-- In any coupling graph and any ordering, the number of neighbours of an orbital is at most
twice the largest number of edges crossing a cut. -/
theorem degree_le_two_mul_cutWidth (G : SimpleGraph V) [DecidableRel G.Adj]
    (σ : V ≃ Fin N) (v : V) : G.degree v ≤ 2 * cutWidth G σ := by
  classical
  have hv := (σ v).isLt
  -- every neighbour crosses the cut just before or just after `v`
  have hsub : G.neighborFinset v ⊆ (crossing G σ (σ v)).image Prod.fst ∪
      (crossing G σ (σ v + 1)).image Prod.snd := by
    intro u hu
    have hadj : G.Adj v u := (G.mem_neighborFinset v u).mp hu
    have hne : (σ u : ℕ) ≠ (σ v : ℕ) := fun h => hadj.ne (σ.injective (Fin.ext h)).symm
    rcases lt_or_gt_of_ne hne with h | h
    · exact mem_union_left _ (mem_image.mpr
        ⟨(u, v), (mem_crossing G σ _ u v).mpr ⟨hadj.symm, h, le_rfl⟩, rfl⟩)
    · exact mem_union_right _ (mem_image.mpr
        ⟨(v, u), (mem_crossing G σ _ v u).mpr ⟨hadj, Nat.lt_succ_self _, h⟩, rfl⟩)
  have hcut : ∀ k, k < N + 1 → (crossing G σ k).card ≤ cutWidth G σ := fun k hk =>
    le_sup (f := fun k => (crossing G σ k).card) (mem_range.mpr hk)
  have h0 : G.degree v ≤ _ := card_le_card hsub
  have h1 := h0.trans (card_union_le _ _)
  have h2 := card_image_le (s := crossing G σ (σ v)) (f := Prod.fst)
  have h3 := card_image_le (s := crossing G σ (σ v + 1)) (f := Prod.snd)
  have h4 := hcut (σ v) (by omega)
  have h5 := hcut (σ v + 1) (by omega)
  omega

/-- Two sites of the star are coupled exactly when they differ and one is the centre. -/
theorem star_adj (u v : Option (Fin n)) :
    (starGraph n).Adj u v ↔ u ≠ v ∧ (u = none ∨ v = none) := by
  simp [starGraph]

/-- A cut with `k` sites to its left and the centre to its right is crossed by `k` edges of
the star. -/
theorem card_crossing_left (σ : Option (Fin n) ≃ Fin (n + 1)) {k : ℕ}
    (hk : k ≤ (σ none : ℕ)) : (crossing (starGraph n) σ k).card = k := by
  have key : ∀ u v, (u, v) ∈ crossing (starGraph n) σ k → v = none := by
    intro u v h
    obtain ⟨hadj, hu, -⟩ := (mem_crossing _ σ k u v).mp h
    rcases ((star_adj u v).mp hadj).2 with h | h
    · subst h; omega
    · exact h
  -- crossing edges correspond to the positions left of the cut
  refine (card_bij (t := range k) (fun p _ => (σ p.1 : ℕ)) ?_ ?_ ?_).trans (card_range k)
  · rintro ⟨u, v⟩ h
    exact mem_range.mpr ((mem_crossing _ σ k u v).mp h).2.1
  · rintro ⟨u, v⟩ h ⟨u', v'⟩ h' e
    exact Prod.ext (σ.injective (Fin.ext e)) ((key u v h).trans (key u' v' h').symm)
  · intro j hj
    have hj' := mem_range.mp hj
    have hc := (σ none).isLt
    obtain ⟨u, hu⟩ := σ.surjective ⟨j, by omega⟩
    have hv : (σ u : ℕ) = j := by rw [hu]
    refine ⟨(u, none), (mem_crossing _ σ k u none).mpr
      ⟨(star_adj u none).mpr ⟨?_, Or.inr rfl⟩, by omega, hk⟩, hv⟩
    intro h
    subst h
    omega

/-- A cut with `k` sites, among them the centre, to its left is crossed by `n + 1 - k` edges
of the star. -/
theorem card_crossing_right (σ : Option (Fin n) ≃ Fin (n + 1)) {k : ℕ}
    (hk : (σ none : ℕ) < k) : (crossing (starGraph n) σ k).card = n + 1 - k := by
  have key : ∀ u v, (u, v) ∈ crossing (starGraph n) σ k → u = none := by
    intro u v h
    obtain ⟨hadj, -, hv⟩ := (mem_crossing _ σ k u v).mp h
    rcases ((star_adj u v).mp hadj).2 with h | h
    · exact h
    · subst h; omega
  -- crossing edges correspond to the positions right of the cut
  refine (card_bij (t := Ico k (n + 1)) (fun p _ => (σ p.2 : ℕ)) ?_ ?_ ?_).trans
    (Nat.card_Ico k (n + 1))
  · rintro ⟨u, v⟩ h
    exact mem_Ico.mpr ⟨((mem_crossing _ σ k u v).mp h).2.2, (σ v).isLt⟩
  · rintro ⟨u, v⟩ h ⟨u', v'⟩ h' e
    exact Prod.ext ((key u v h).trans (key u' v' h').symm) (σ.injective (Fin.ext e))
  · intro j hj
    have hj' := mem_Ico.mp hj
    obtain ⟨v, hv⟩ := σ.surjective ⟨j, hj'.2⟩
    have hv' : (σ v : ℕ) = j := by rw [hv]
    refine ⟨(none, v), (mem_crossing _ σ k none v).mpr
      ⟨(star_adj none v).mpr ⟨?_, Or.inl rfl⟩, hk, by omega⟩, hv'⟩
    intro h
    subst h
    omega

/-- The position of the centre, counted from zero, is the number of leaves to its left, and
the leaves on the two sides add up to `n`. -/
theorem leaves_count (σ : Option (Fin n) ≃ Fin (n + 1)) :
    leavesLeft σ = (σ none : ℕ) ∧ leavesLeft σ + leavesRight σ = n := by
  have hc := (σ none).isLt
  have hl : leavesLeft σ = (σ none : ℕ) := by
    refine (card_bij (t := range (σ none : ℕ)) (fun i _ => (σ (some i) : ℕ)) ?_ ?_ ?_).trans
      (card_range _)
    · intro i hi
      exact mem_range.mpr (mem_filter.mp hi).2
    · intro i _ i' _ e
      exact Option.some_injective _ (σ.injective (Fin.ext e))
    · intro j hj
      have hj' := mem_range.mp hj
      obtain ⟨u, hu⟩ := σ.surjective ⟨j, by omega⟩
      have hv : (σ u : ℕ) = j := by rw [hu]
      cases u with
      | none => omega
      | some i => exact ⟨i, mem_filter.mpr ⟨mem_univ _, Fin.lt_def.mpr (by omega)⟩, hv⟩
  have hr : leavesRight σ = n + 1 - ((σ none : ℕ) + 1) := by
    refine (card_bij (t := Ico ((σ none : ℕ) + 1) (n + 1))
      (fun i _ => (σ (some i) : ℕ)) ?_ ?_ ?_).trans (Nat.card_Ico _ _)
    · intro i hi
      exact mem_Ico.mpr ⟨(mem_filter.mp hi).2, (σ (some i)).isLt⟩
    · intro i _ i' _ e
      exact Option.some_injective _ (σ.injective (Fin.ext e))
    · intro j hj
      have hj' := mem_Ico.mp hj
      obtain ⟨u, hu⟩ := σ.surjective ⟨j, hj'.2⟩
      have hv : (σ u : ℕ) = j := by rw [hu]
      cases u with
      | none => omega
      | some i => exact ⟨i, mem_filter.mpr ⟨mem_univ _, Fin.lt_def.mpr (by omega)⟩, hv⟩
  omega

/-- The largest number of star edges crossing any cut is the larger of the numbers of leaves
to the left and to the right of the centre. -/
theorem cutWidth_star (σ : Option (Fin n) ≃ Fin (n + 1)) :
    cutWidth (starGraph n) σ = max (leavesLeft σ) (leavesRight σ) := by
  obtain ⟨hl, hn⟩ := leaves_count σ
  have hcut : ∀ k, k < n + 1 + 1 →
      (crossing (starGraph n) σ k).card ≤ cutWidth (starGraph n) σ := fun k hk =>
    le_sup (f := fun k => (crossing (starGraph n) σ k).card) (mem_range.mpr hk)
  apply le_antisymm
  · refine Finset.sup_le fun k _ => ?_
    rcases le_or_gt k (σ none : ℕ) with h | h
    · have := card_crossing_left σ h
      omega
    · have := card_crossing_right σ h
      omega
  · -- the two cuts next to the centre attain the two numbers
    have h1 := hcut (σ none) (by omega)
    have h2 := hcut (σ none + 1) (by omega)
    rw [card_crossing_left σ le_rfl] at h1
    rw [card_crossing_right σ (Nat.lt_succ_self _)] at h2
    omega

/-- Over all orderings of the star, the smallest attainable value of the largest cut is
`n / 2` rounded up. -/
theorem isLeast_cutWidth_star (n : ℕ) :
    IsLeast (Set.range fun σ : Option (Fin n) ≃ Fin (n + 1) => cutWidth (starGraph n) σ)
      ((n + 1) / 2) := by
  constructor
  · -- put the centre at position `n / 2`
    let p : Fin (n + 1) := ⟨n / 2, by omega⟩
    refine ⟨(finSuccEquiv' p).symm, ?_⟩
    have hp : (((finSuccEquiv' p).symm none : Fin (n + 1)) : ℕ) = n / 2 := by
      rw [finSuccEquiv'_symm_none]
    have h := leaves_count (finSuccEquiv' p).symm
    have hw := cutWidth_star (finSuccEquiv' p).symm
    show cutWidth (starGraph n) (finSuccEquiv' p).symm = (n + 1) / 2
    omega
  · rintro w ⟨σ, rfl⟩
    have h := leaves_count σ
    have hw := cutWidth_star σ
    show (n + 1) / 2 ≤ cutWidth (starGraph n) σ
    omega

/-- An ordering of the star attains `n / 2` rounded up exactly when the centre, with positions
counted from zero, sits at `n / 2` rounded down or up. -/
theorem cutWidth_star_optimal_iff (σ : Option (Fin n) ≃ Fin (n + 1)) :
    cutWidth (starGraph n) σ = (n + 1) / 2 ↔
      (σ none : ℕ) = n / 2 ∨ (σ none : ℕ) = (n + 1) / 2 := by
  have h := leaves_count σ
  have hw := cutWidth_star σ
  omega

/-- Some cut of the star is crossed by all `n` edges exactly when the centre sits at one of
the two ends of the line. -/
theorem cutWidth_star_eq_iff_end (σ : Option (Fin n) ≃ Fin (n + 1)) :
    cutWidth (starGraph n) σ = n ↔ (σ none : ℕ) = 0 ∨ (σ none : ℕ) = n := by
  have h := leaves_count σ
  have hw := cutWidth_star σ
  omega

end StarOrbitalOrdering
```

```lean
#print axioms StarOrbitalOrdering.degree_le_two_mul_cutWidth
-- 'StarOrbitalOrdering.degree_le_two_mul_cutWidth' depends on axioms: [propext, Classical.choice, Quot.sound]
#print axioms StarOrbitalOrdering.isLeast_cutWidth_star
-- 'StarOrbitalOrdering.isLeast_cutWidth_star' depends on axioms: [propext, Classical.choice, Quot.sound]
#print axioms StarOrbitalOrdering.cutWidth_star_optimal_iff
-- 'StarOrbitalOrdering.cutWidth_star_optimal_iff' depends on axioms: [propext, Classical.choice, Quot.sound]
#print axioms StarOrbitalOrdering.cutWidth_star_eq_iff_end
-- 'StarOrbitalOrdering.cutWidth_star_eq_iff_end' depends on axioms: [propext, Classical.choice, Quot.sound]
```

## Counting edges by positions

`mem_crossing` and `star_adj` restate the definitions as usable conditions: when a pair crosses a cut, and when two sites of the star are coupled.

`degree_le_two_mul_cutWidth` follows the argument for a general graph. The inclusion `hsub` places every neighbour of `v` among the left endpoints of edges crossing the cut before `v` or the right endpoints of edges crossing the cut after it. The size of a union is at most the sum of the sizes, and taking endpoints cannot increase a count, which gives the factor two. The star theorems are proved directly from the profile and do not use this bound.

`card_crossing_left` and `card_crossing_right` establish the two branches of the profile. In the first, `key` shows that the right endpoint of every crossing edge is the centre. Sending an edge to the position of its left endpoint is then a bijection onto $0,\dots,k-1$, and `card_bij` turns it into the count $k$. The second lemma exchanges the roles of left and right and uses the positions $k,\dots,n$.

`leaves_count` applies the same method to leaves instead of edges and obtains $l=c$ and $l+r=n$.

`cutWidth_star` proves its equality as two inequalities. Every cut lies on one of the two branches, so its count is at most $\max(l,r)$. Conversely, the cuts `σ none` and `σ none + 1` have the counts $l$ and $r$, so the maximum is at least as large as both.

For `isLeast_cutWidth_star`, the ordering `(finSuccEquiv' p).symm` puts the centre at position `p`, chosen as $\lfloor n/2\rfloor$, and the leaves at the remaining positions. The lower bound, like `cutWidth_star_optimal_iff` and `cutWidth_star_eq_iff_end`, then needs only $W=\max(l,r)$, $l=c$ and $l+r=n$; `omega` carries out the integer arithmetic, including the rounding.
